# Regularizing by 7t⁶ − 15t⁴ + 9t² at a one-dimensional node: bias (32/315) g''(0) ε³ + o(ε³) for C² integrands

Put a node at x = 0 and multiply an integrand g by f(x/ε) inside the layer |x| ≤ ε, where

f(t) = 7t⁶ − 15t⁴ + 9t².

The change in the integral is the bias

B(ε) = ∫_{−ε}^{ε} (f(x/ε) − 1) g(x) dx.

Three integrands show what happens. For g = 1, the substitution x = εt gives

B(ε) = 2ε (7/7 − 15/5 + 9/3 − 1) = 0.

For g = x the bias vanishes because f is even. For g = x²,

B(ε) = 2ε³ (7/9 − 15/7 + 9/5 − 1/3) = (64/315) ε³,

which is (32/315) g''(0) ε³, since g'' = 2. A general C² integrand is a combination of these three near the node, plus a remainder smaller than x², so B(ε)/ε³ → (32/315) g''(0) as ε ↓ 0.

In variational Monte Carlo with a trial function Ψ, the Pulay estimator of a force contains the local energy HΨ/Ψ times the logarithmic derivative ∂Ψ/Ψ with respect to a nuclear coordinate, and generically grows like 1/x² at a node. The density Ψ² cancels this growth in the mean but not in the variance. Here g is density times estimator along the normal to a single flat node; in this one-dimensional model, the result supports extrapolating a regularized force linearly in ε³.

```lean
import Mathlib

open Filter Topology Set

namespace NodalForceRegularization
```

## No constant term: the factor vanishes at the node

The candidate factors are the even polynomials at² + bt⁴ + ct⁶ of degree at most six, with t = x/ε the scaled distance.

```lean
/-- An even polynomial of degree at most 6 without constant term, as a function of the scaled
distance `t` to the node. -/
def switching (a b c t : ℝ) : ℝ := a * t ^ 2 + b * t ^ 4 + c * t ^ 6
```

The missing constant term makes the factor vanish at least quadratically at the node, which offsets the 1/x² growth of the estimator. Without this restriction the constant factor 1 would be admissible: it has no bias, but regularizes nothing. The chosen member is `nodalReg`, defined as a polynomial on all of ℝ. The bias integral evaluates it only for |t| ≤ 1; outside the layer the model leaves the estimator unchanged.

```lean
/-- The polynomial that multiplies the force estimator inside the layer `|t| ≤ 1` around a node,
where `t` is the distance to the node in units of the layer's half-width. -/
def nodalReg (t : ℝ) : ℝ := 7 * t ^ 6 - 15 * t ^ 4 + 9 * t ^ 2
```

## Vanishing moments of order 0 and 1

Write w = f − 1 and mₖ = ∫_{−1}^{1} tᵏ w(t) dt. The condition m₀ = 0 says that the regularizer removes and adds equal weight across the layer; m₁ = 0 says that its changes on the two sides of the node, weighted by distance, balance. In the derivation they remove the contributions of g(0) and g'(0).

If m₀ ≠ 0, the integrand g = 1 gives B(ε)/ε³ = m₀/ε², which diverges. If m₁ ≠ 0, g = x gives m₁/ε, which diverges too.

For f these conditions are computed, not assumed. `switching_moment` uses linearity of the integral to reduce every moment to those of monomials.

```lean
/-- Each moment of `switching - 1` over the layer is a combination of moments of monomials. -/
theorem switching_moment (a b c : ℝ) (k : ℕ) :
    ∫ t in (-1 : ℝ)..1, t ^ k * (switching a b c t - 1) =
      a * (∫ t in (-1 : ℝ)..1, t ^ (k + 2)) + b * (∫ t in (-1 : ℝ)..1, t ^ (k + 4))
        + c * (∫ t in (-1 : ℝ)..1, t ^ (k + 6)) - ∫ t in (-1 : ℝ)..1, t ^ k := by
  have h : ∀ t : ℝ, t ^ k * (switching a b c t - 1) =
      a * t ^ (k + 2) + b * t ^ (k + 4) + c * t ^ (k + 6) - t ^ k := by
    intro t
    unfold switching
    ring
  simp only [h]
  rw [intervalIntegral.integral_sub, intervalIntegral.integral_add,
    intervalIntegral.integral_add]
  · simp only [intervalIntegral.integral_const_mul]
  all_goals exact Continuous.intervalIntegrable (by fun_prop) _ _
```

`nodalReg_moments` identifies `nodalReg` with `switching 9 (-15) 7`, evaluates the monomials by `integral_pow`, and leaves the fractions to `norm_num`. The results are m₀ = 0, m₁ = 0 and m₂ = 64/315.

```lean
/-- The moments of order 0, 1 and 2 of `nodalReg - 1` over the layer are 0, 0 and 64/315. -/
theorem nodalReg_moments :
    (∫ t in (-1 : ℝ)..1, (nodalReg t - 1)) = 0 ∧
    (∫ t in (-1 : ℝ)..1, t * (nodalReg t - 1)) = 0 ∧
    (∫ t in (-1 : ℝ)..1, t ^ 2 * (nodalReg t - 1)) = 64 / 315 := by
  have hs : nodalReg = switching 9 (-15) 7 := by
    funext t
    unfold nodalReg switching
    ring
  have h0 := switching_moment 9 (-15) 7 0
  have h1 := switching_moment 9 (-15) 7 1
  have h2 := switching_moment 9 (-15) 7 2
  simp only [integral_pow] at h0 h1 h2
  simp only [pow_zero, one_mul] at h0
  simp only [pow_one] at h1
  rw [hs, h0, h1, h2]
  norm_num
```

## Joining the layer edge smoothly

Two further conditions shape the factor: f(1) = 1 avoids a jump at the layer edge, and f'(1) = 0 avoids a kink. With zero mean of f − 1, they read

a + b + c = 1
2a + 4b + 6c = 0
a/3 + b/5 + c/7 = 1.

The first two give a = 2 + c and b = −1 − 2c. The third then becomes 8c = 56, so c = 7, b = −15 and a = 9. `switching_unique` states this as an equivalence: it computes the three quantities in terms of a, b and c, and `linarith` solves the system.

```lean
/-- An even polynomial of degree at most 6 without constant term reaches 1 with zero slope at the
edge of the layer and differs from 1 by a function of zero mean exactly when its coefficients are 9,
-15 and 7. -/
theorem switching_unique (a b c : ℝ) :
    (switching a b c 1 = 1 ∧ deriv (switching a b c) 1 = 0 ∧
      (∫ t in (-1 : ℝ)..1, (switching a b c t - 1)) = 0) ↔ a = 9 ∧ b = -15 ∧ c = 7 := by
  have hv : switching a b c 1 = a + b + c := by simp [switching]
  have hd : HasDerivAt (switching a b c) (2 * a + 4 * b + 6 * c) 1 :=
    ((((hasDerivAt_pow 2 (1 : ℝ)).const_mul a).fun_add
      ((hasDerivAt_pow 4 (1 : ℝ)).const_mul b)).fun_add
      ((hasDerivAt_pow 6 (1 : ℝ)).const_mul c)).congr_deriv (by ring)
  have hi : (∫ t in (-1 : ℝ)..1, (switching a b c t - 1)) =
      2 * (a / 3 + b / 5 + c / 7 - 1) := by
    have h := switching_moment a b c 0
    simp only [integral_pow] at h
    simp only [pow_zero, one_mul] at h
    rw [h]
    norm_num
    ring
  rw [hv, hd.deriv, hi]
  constructor
  · rintro ⟨h1, h2, h3⟩
    refine ⟨by linarith, by linarith, by linarith⟩
  · rintro ⟨rfl, rfl, rfl⟩
    norm_num
```

The bias limit itself doesn't need the edge conditions. Without the slope condition, 6t² − 5t⁴ also qualifies; its bias is still cubic, with coefficient 16/105 in place of 32/315, but it meets the edge with slope −8. Without the mean condition, 2t² − t⁴ joins smoothly, but its bias starts at −(16/15) g(0) ε.

## A second derivative at the node

This is a condition on the product of density and estimator; a cusp of the wave function or a singularity of the potential at the node can violate it. The derivation uses it in Taylor's formula. Let

R(x) = g(x) − g(0) − g'(0)x − ½g''(0)x².

Then R(0) = 0 and R'(y) = g'(y) − g'(0) − g''(0)y. Differentiability of g' at 0 means that, for any η > 0, |R'(y)| ≤ η|y| once y is close enough to 0. For |y| ≤ |x| this is at most η|x|, and the mean value inequality gives

|R(x)| ≤ η|x| · |x| = ηx².

`taylor_at_node` states this bound for all x near 0.

```lean
/-- Second-order Taylor formula at the node: if `g` is differentiable near 0 and `g'` is
differentiable at 0, then for any `η > 0` the remainder is at most `η * x ^ 2` in absolute value for
all `x` near 0. -/
theorem taylor_at_node {g : ℝ → ℝ} (hg : ∀ᶠ x in 𝓝 0, DifferentiableAt ℝ g x)
    (hg2 : DifferentiableAt ℝ (deriv g) 0) {η : ℝ} (hη : 0 < η) :
    ∀ᶠ x in 𝓝 0,
      |g x - g 0 - deriv g 0 * x - deriv (deriv g) 0 / 2 * x ^ 2| ≤ η * x ^ 2 := by
  have ho := (hasDerivAt_iff_isLittleO.mp hg2.hasDerivAt).def hη
  obtain ⟨δ, hδ, hb⟩ := Metric.eventually_nhds_iff.mp (hg.and ho)
  refine Metric.eventually_nhds_iff.mpr ⟨δ, hδ, fun x hx => ?_⟩
  rw [Real.dist_eq, sub_zero] at hx
  have hy : ∀ y ∈ Icc (-|x|) |x|, dist y 0 < δ := fun y hy => by
    rw [Real.dist_eq, sub_zero]
    exact (abs_le.mpr ⟨hy.1, hy.2⟩).trans_lt hx
  -- the derivative of the remainder is at most `η |x|` between `-|x|` and `|x|`
  have key := Convex.norm_image_sub_le_of_norm_hasDerivWithin_le
    (f := fun y => g y - g 0 - deriv g 0 * y - deriv (deriv g) 0 / 2 * y ^ 2)
    (f' := fun y => deriv g y - deriv g 0 - deriv (deriv g) 0 * y)
    (C := η * |x|) (s := Icc (-|x|) |x|) (x := 0) (y := x)
    (fun y hys => ((((hb (hy y hys)).1.hasDerivAt.sub_const (g 0)).fun_sub
      ((hasDerivAt_id' y).const_mul (deriv g 0))).fun_sub
      ((hasDerivAt_pow 2 y).const_mul (deriv (deriv g) 0 / 2))).congr_deriv
        (by ring) |>.hasDerivWithinAt)
    (fun y hys => by
      have h := (hb (hy y hys)).2
      rw [sub_zero, smul_eq_mul, mul_comm y, Real.norm_eq_abs y] at h
      exact h.trans (mul_le_mul_of_nonneg_left (abs_le.mpr ⟨hys.1, hys.2⟩) hη.le))
    (convex_Icc _ _) ⟨by simp, by simp⟩ ⟨neg_abs_le x, le_abs_self x⟩
  calc |g x - g 0 - deriv g 0 * x - deriv (deriv g) 0 / 2 * x ^ 2|
      = ‖(g x - g 0 - deriv g 0 * x - deriv (deriv g) 0 / 2 * x ^ 2)
          - (g 0 - g 0 - deriv g 0 * 0 - deriv (deriv g) 0 / 2 * 0 ^ 2)‖ := by
        rw [Real.norm_eq_abs]
        congr 1
        ring
    _ ≤ η * |x| * ‖x - 0‖ := key
    _ = η * x ^ 2 := by
        rw [sub_zero, Real.norm_eq_abs, mul_assoc, abs_mul_abs_self, sq]
```

The Mathlib device here is `Convex.norm_image_sub_le_of_norm_hasDerivWithin_le`: on a convex set where the derivative is bounded by a constant, a function changes by at most that constant times the distance. The set is the interval from −|x| to |x|, and the constant is `η * |x|`, so both shrink with x. That supplies the second factor |x|, and the symmetric interval handles both signs of x together. The lemma uses only a bound on the remainder's derivative, which follows from differentiability of g' at 0, so g'' need not exist away from the node.

Continuous differentiability alone would not suffice for the bias limit. For g = |x|^(3/2), B(ε) is about 0.232 ε^(5/2), and B(ε)/ε³ diverges. The separate assumption that g is differentiable near 0 also matters because Lean's `deriv` returns 0 where no derivative exists: a nowhere differentiable g would otherwise pass the condition on `deriv g`.

## A continuous kernel on a shrinking layer

`kernel_bias_tendsto` treats any continuous w with m₀ = m₁ = 0. Continuity says that the regularizer has no jumps inside the layer (a jump at the edge is still allowed), and it supplies a bound |w| ≤ C on [−1, 1]. With x = εt,

B(ε) = ε ∫_{−1}^{1} w(t) g(εt) dt
= ε [g(0)m₀ + εg'(0)m₁ + ½ε²g''(0)m₂ + ∫_{−1}^{1} w(t)R(εt) dt].

The first two terms vanish. For small ε > 0 the last integral is at most 2Cηε², hence

|B(ε)/ε³ − ½m₂g''(0)| ≤ 2Cη.

Since η is arbitrary, the limit is ½m₂g''(0).

```lean
/-- Let a continuous kernel `w` have vanishing moments of order 0 and 1, and let `g` be
differentiable near the node and twice differentiable at it. Then the bias over a layer of
half-width `ε`, divided by `ε ^ 3`, tends to half the second moment of `w` times `g''(0)`. -/
theorem kernel_bias_tendsto {w g : ℝ → ℝ} (hw : Continuous w)
    (h0 : (∫ t in (-1 : ℝ)..1, w t) = 0) (h1 : (∫ t in (-1 : ℝ)..1, t * w t) = 0)
    (hg : ∀ᶠ x in 𝓝 0, DifferentiableAt ℝ g x) (hg2 : DifferentiableAt ℝ (deriv g) 0) :
    Tendsto (fun ε : ℝ => (ε ^ 3)⁻¹ * ∫ x in (-ε)..ε, w (x / ε) * g x) (𝓝[>] 0)
      (𝓝 ((∫ t in (-1 : ℝ)..1, t ^ 2 * w t) / 2 * deriv (deriv g) 0)) := by
  rw [Metric.tendsto_nhds]
  intro e he
  obtain ⟨C, hC⟩ := (isCompact_Icc (a := (-1 : ℝ)) (b := 1)).exists_bound_of_continuousOn
    hw.continuousOn
  have hC0 : 0 ≤ C := (norm_nonneg _).trans (hC 0 ⟨by norm_num, by norm_num⟩)
  obtain ⟨η, hη⟩ : ∃ η, η * (2 * C + 1) = e :=
    ⟨e / (2 * C + 1), div_mul_cancel₀ _ (by positivity)⟩
  have hηpos : 0 < η := by
    by_contra h
    nlinarith [mul_nonneg (sub_nonneg.mpr (not_lt.mp h)) hC0]
  obtain ⟨δ, hδ, hb⟩ := Metric.eventually_nhds_iff.mp (hg.and (taylor_at_node hg hg2 hηpos))
  filter_upwards [Ioo_mem_nhdsGT hδ] with ε hε
  have hεpos : 0 < ε := hε.1
  have hin : ∀ t ∈ Icc (-1 : ℝ) 1, dist (ε * t) 0 < δ := fun t ht => by
    rw [Real.dist_eq, sub_zero, abs_mul, abs_of_pos hεpos]
    exact (mul_le_of_le_one_right hεpos.le (abs_le.mpr ⟨ht.1, ht.2⟩)).trans_lt hε.2
  -- rescale the layer to `[-1, 1]`
  have hsub : (∫ x in (-ε)..ε, w (x / ε) * g x) =
      ε * ∫ t in (-1 : ℝ)..1, w t * g (ε * t) := by
    have h := intervalIntegral.integral_comp_div (a := -ε) (b := ε)
      (fun t => w t * g (ε * t)) hεpos.ne'
    have e1 : ∀ x : ℝ, ε * (x / ε) = x := fun x => mul_div_cancel₀ x hεpos.ne'
    simp only [e1, neg_div, div_self hεpos.ne', smul_eq_mul] at h
    exact h
  have hJ : IntervalIntegrable (fun t => w t * g (ε * t)) MeasureTheory.volume (-1) 1 := by
    apply ContinuousOn.intervalIntegrable
    intro t ht
    rw [uIcc_of_le (by norm_num)] at ht
    have hc : ContinuousAt g (ε * t) := (hb (hin t ht)).1.continuousAt
    exact (hw.continuousAt.mul
      (ContinuousAt.comp (f := fun t => ε * t) hc (by fun_prop))).continuousWithinAt
  have hP : IntervalIntegrable (fun t => g 0 * w t + deriv g 0 * ε * (t * w t)
      + deriv (deriv g) 0 / 2 * ε ^ 2 * (t ^ 2 * w t)) MeasureTheory.volume (-1) 1 :=
    Continuous.intervalIntegrable (by fun_prop) _ _
  -- only the quadratic Taylor term survives the moment conditions
  have hPint : (∫ t in (-1 : ℝ)..1, (g 0 * w t + deriv g 0 * ε * (t * w t)
      + deriv (deriv g) 0 / 2 * ε ^ 2 * (t ^ 2 * w t))) =
      deriv (deriv g) 0 / 2 * ε ^ 2 * ∫ t in (-1 : ℝ)..1, t ^ 2 * w t := by
    rw [intervalIntegral.integral_add, intervalIntegral.integral_add]
    · simp only [intervalIntegral.integral_const_mul, h0, h1, mul_zero, zero_add]
    all_goals exact Continuous.intervalIntegrable (by fun_prop) _ _
  have hrem : ‖(∫ t in (-1 : ℝ)..1, w t * g (ε * t)) -
      deriv (deriv g) 0 / 2 * ε ^ 2 * ∫ t in (-1 : ℝ)..1, t ^ 2 * w t‖
      ≤ C * (η * ε ^ 2) * |1 - (-1)| := by
    rw [← hPint, ← intervalIntegral.integral_sub hJ hP]
    apply intervalIntegral.norm_integral_le_of_norm_le_const
    intro t ht
    rw [uIoc_of_le (by norm_num)] at ht
    have ht' : t ∈ Icc (-1 : ℝ) 1 := ⟨ht.1.le, ht.2⟩
    have hfac : w t * g (ε * t) - (g 0 * w t + deriv g 0 * ε * (t * w t)
        + deriv (deriv g) 0 / 2 * ε ^ 2 * (t ^ 2 * w t)) =
        w t * (g (ε * t) - g 0 - deriv g 0 * (ε * t)
          - deriv (deriv g) 0 / 2 * (ε * t) ^ 2) := by ring
    have ht2 : t ^ 2 ≤ 1 := by nlinarith [ht'.1, ht'.2]
    have hle : η * (ε * t) ^ 2 ≤ η * ε ^ 2 := by
      rw [mul_pow]
      exact mul_le_mul_of_nonneg_left (mul_le_of_le_one_right (by positivity) ht2) hηpos.le
    rw [hfac, norm_mul]
    exact mul_le_mul (hC t ht') ((hb (hin t ht')).2.trans hle) (norm_nonneg _) hC0
  have halg : ∀ J m a : ℝ, (ε ^ 3)⁻¹ * (ε * J) - m / 2 * a =
      (J - a / 2 * ε ^ 2 * m) / ε ^ 2 := by
    intro J m a
    have hi : (ε ^ 3)⁻¹ * ε ^ 3 = 1 := inv_mul_cancel₀ (by positivity)
    rw [eq_div_iff (by positivity)]
    linear_combination J * hi
  have hε2 : 0 < ε ^ 2 := by positivity
  rw [Real.dist_eq, hsub, halg, abs_div, abs_of_pos hε2, div_lt_iff₀ hε2]
  refine lt_of_le_of_lt hrem ?_
  have h2 : |(1 : ℝ) - (-1)| = 2 := by norm_num
  rw [h2, ← hη]
  nlinarith [mul_pos hηpos hε2]
```

In the code, `hsub` is the rescaling, `hPint` removes the first two moments, and `hrem` bounds the remainder. For a tolerance e, η is chosen with η(2C + 1) = e, which makes the final inequality strict. The filter `𝓝[>] 0` expresses that the half-width approaches zero through positive values. Continuity is stronger than the argument by hand requires: for an integrable w, ∫|w| could replace 2C.

## The C² force integrand

The main theorem has one hypothesis, `ContDiffAt ℝ 2 g 0`: g is twice continuously differentiable at the node. The proof extracts differentiability near 0 and a derivative of `deriv g` at 0, then applies the kernel result with w = f − 1. Half of 64/315 is 32/315. In the statement, `deriv (deriv g) 0` is g''(0), and `(ε ^ 3)⁻¹` divides out the cubic scaling.

```lean
/-- For `g` twice continuously differentiable at the node, the bias from regularizing over a
layer of half-width `ε`, divided by `ε ^ 3`, tends to `(32/315) g''(0)` as `ε` decreases to 0. -/
theorem nodal_bias_tendsto {g : ℝ → ℝ} (hg : ContDiffAt ℝ 2 g 0) :
    Tendsto (fun ε : ℝ => (ε ^ 3)⁻¹ * ∫ x in (-ε)..ε, (nodalReg (x / ε) - 1) * g x) (𝓝[>] 0)
      (𝓝 (32 / 315 * deriv (deriv g) 0)) := by
  have hd : ∀ᶠ x in 𝓝 0, DifferentiableAt ℝ g x :=
    (hg.eventually (by simp)).mono fun x hx => hx.differentiableAt (by norm_num)
  have hd2 : DifferentiableAt ℝ (deriv g) 0 := by
    have hf : ContDiffAt ℝ 1 (fderiv ℝ g) 0 := hg.fderiv_right (by norm_num)
    exact (hf.differentiableAt (by norm_num)).clm_apply (differentiableAt_const (1 : ℝ))
  obtain ⟨h0, h1, h2⟩ := nodalReg_moments
  have h := kernel_bias_tendsto (w := fun t => nodalReg t - 1)
    (by unfold nodalReg; fun_prop) h0 h1 hd hd2
  have hc : (64 / 315 : ℝ) / 2 = 32 / 315 := by norm_num
  simp only [h2, hc] at h
  exact h

end NodalForceRegularization
```

```lean
#print axioms NodalForceRegularization.switching_unique
#print axioms NodalForceRegularization.nodal_bias_tendsto
```

```
'NodalForceRegularization.switching_unique' depends on axioms: [propext, Classical.choice, Quot.sound]
'NodalForceRegularization.nodal_bias_tendsto' depends on axioms: [propext, Classical.choice, Quot.sound]
```

The theorem concerns a deterministic integral. It does not treat the variance of the estimator, curved nodes in many dimensions, or errors in estimating the distance to the node.

## Half-widths 1/2 and 1/10

Take g(x) = 1 + x + x² + x⁴, so g''(0) = 2 and the predicted limit is 64/315 ≈ 0.20317. The constant and linear terms contribute nothing, and the quartic term needs

m₄ = 2 (7/11 − 15/9 + 9/7 − 1/5) = 128/1155 ≈ 0.11082.

Therefore

B(ε)/ε³ = 64/315 + (128/1155) ε².

At ε = 1/2 this is about 0.23088; at ε = 1/10 it is about 0.20428, within 0.6 per cent of the limit. The bias itself is then about 0.000204.
